# London phases make a finite tight-binding spectrum independent of the gauge origin, while truncating them at first order can spoil this

My tight-binding levels in a magnetic field stay put when I move the gauge origin d, provided that I keep the full London factors exp(iθ_ab) on the hoppings. When I replace each factor by 1 + iθ_ab, the levels move with d, even for two sites. I only want effects linear in the field, so I expected the linear Hamiltonian to be good enough. Why does it lose the origin independence, and how large is the damage?

## A change of origin is a diagonal unitary

For any finite hopping matrix h, the London Hamiltonians at two origins are unitarily equivalent, so their spectra agree exactly. Truncation replaces a phase factor by a number of modulus √(1 + θ_ab²), which changes the hopping strength by an amount that depends on the origin. For two equal sites this shifts the levels at second order in the field.

Let R_a be the site positions and B the uniform field, with e/ħ absorbed into it. Define

θ_ab(d) = B·((R_a − d) × (R_b − d))/2

H_ab(d) = h_ab exp(iθ_ab(d)).

The angle is the line integral of the vector potential B × (r − d)/2 along the straight segment from R_a to R_b. Since d × d = 0 and d × R_b = −R_b × d, the cross product expands to

(R_a − d) × (R_b − d) = R_a × R_b − R_a × d + R_b × d.

With the single-site angle χ_a = B·(R_a × d)/2, this gives

θ_ab(d) = θ_ab(0) − χ_a + χ_b

H_ab(d) = exp(−iχ_a) H_ab(0) exp(iχ_b).

So H(d) = U H(0) U†, where U is diagonal with entries exp(−iχ_a). Because UU† = 1,

det(E − H(d)) = det(U (E − H(0)) U†) = det(E − H(0)).

Every origin has the same secular determinant as the origin 0, and hence any two origins agree.

## Two sites with 1 + iθ in place of the phase

Take sites 0 and 1 with the same real on-site energy ε and complex hoppings h_01 = t and h_10 = t̄, and write θ = θ_01(d). Exchanging the sites reverses the sign of the angle, so θ_10 = −θ and the diagonal angles vanish. The truncated determinant is

(E − ε)² − t(1 + iθ) t̄(1 − iθ) = (E − ε)² − |t|²(1 + θ²),

with levels

E = ε ± |t|√(1 + θ²).

The full phases would give ε ± |t|. As θ is linear in B, the spurious shift starts at order B²: your linear Hamiltonian does no harm to the linear level shifts of this dimer, but its quadratic ones are unreliable. This matters even for some effects linear in the field: an induced magnetic moment is minus the field derivative of the energy, so its linear part comes from the quadratic level shifts.

For numbers, put the sites at (0,0,0) and (1,0,0), with B = (0,0,2), ε = 0 and t = 1. For d = (0,0,0) the angle is 0 and the truncated levels are ±1. For d = (0,1,0),

(0,−1,0) × (1,−1,0) = (0,0,1),

so θ = 1 and the levels become ±√2. At a tenth of the field, θ = 0.1 and they are ±√1.01 ≈ ±1.005. The full London levels are ±1 in all these cases.

## The Lean file

```lean
import Mathlib

open Matrix ComplexConjugate

namespace LondonOrigin

noncomputable section

variable {n : Type*}

/-- The London phase angle `B · ((R_a - d) × (R_b - d)) / 2` between sites `a` and `b`
for the origin `d`. -/
def phase (R : n → Fin 3 → ℝ) (B d : Fin 3 → ℝ) (a b : n) : ℝ :=
  (B ⬝ᵥ ((R a - d) ⨯₃ (R b - d))) / 2

/-- The angle `B · (R_a × d) / 2` belonging to the single site `a`. -/
def siteAngle (R : n → Fin 3 → ℝ) (B d : Fin 3 → ℝ) (a : n) : ℝ :=
  (B ⬝ᵥ (R a ⨯₃ d)) / 2

/-- The London-phase Hamiltonian with origin `d`: each hopping amplitude `h_ab` is
multiplied by the exponential of `i` times the London phase angle. -/
def londonH (h : Matrix n n ℂ) (R : n → Fin 3 → ℝ) (B d : Fin 3 → ℝ) : Matrix n n ℂ :=
  Matrix.of fun a b => h a b * Complex.exp ((phase R B d a b : ℂ) * Complex.I)

/-- The truncated Hamiltonian, in which the London exponential is replaced by one plus
`i` times the phase angle. -/
def truncH (h : Matrix n n ℂ) (R : n → Fin 3 → ℝ) (B d : Fin 3 → ℝ) : Matrix n n ℂ :=
  Matrix.of fun a b => h a b * (1 + (phase R B d a b : ℂ) * Complex.I)

/-- The diagonal gauge matrix with entries `exp (-i B · (R_a × d) / 2)`. -/
def gauge [DecidableEq n] (R : n → Fin 3 → ℝ) (B d : Fin 3 → ℝ) : Matrix n n ℂ :=
  Matrix.diagonal fun a => Complex.exp (((-siteAngle R B d a : ℝ) : ℂ) * Complex.I)

/-- Two sites with equal real on-site energy `ε` and complex hopping amplitude `t`. -/
def dimer (ε : ℝ) (t : ℂ) : Matrix (Fin 2) (Fin 2) ℂ :=
  !![(ε : ℂ), t; conj t, (ε : ℂ)]

/-- The London phase angle changes sign when the two sites are exchanged. -/
theorem phase_swap (R : n → Fin 3 → ℝ) (B d : Fin 3 → ℝ) (a b : n) :
    phase R B d b a = -phase R B d a b := by
  unfold phase
  rw [← cross_anticomm, dotProduct_neg, neg_div]

/-- Moving the origin from `0` to `d` changes the London phase angle by a difference of
two single-site angles. -/
theorem phase_shift (R : n → Fin 3 → ℝ) (B d : Fin 3 → ℝ) (a b : n) :
    phase R B d a b = phase R B 0 a b - siteAngle R B d a + siteAngle R B d b := by
  simp [phase, siteAngle, cross_apply, dotProduct, Fin.sum_univ_three]
  ring

/-- If `h` is Hermitian, the London-phase Hamiltonian is Hermitian for every origin. -/
theorem londonH_isHermitian {h : Matrix n n ℂ} (hh : h.IsHermitian)
    (R : n → Fin 3 → ℝ) (B d : Fin 3 → ℝ) : (londonH h R B d).IsHermitian := by
  refine Matrix.IsHermitian.ext fun a b => ?_
  simp only [londonH, Matrix.of_apply]
  rw [star_mul', hh.apply, phase_swap R B d a b]
  simp only [Complex.star_def, ← Complex.exp_conj, map_mul, Complex.conj_ofReal,
    Complex.conj_I, Complex.ofReal_neg, map_neg, neg_mul_neg]

/-- The gauge matrix is unitary. -/
theorem gauge_unitary [Fintype n] [DecidableEq n] (R : n → Fin 3 → ℝ)
    (B d : Fin 3 → ℝ) : gauge R B d ∈ Matrix.unitaryGroup n ℂ := by
  rw [Matrix.mem_unitaryGroup_iff, Matrix.star_eq_conjTranspose, gauge,
    Matrix.diagonal_conjTranspose, Matrix.diagonal_mul_diagonal, ← Matrix.diagonal_one]
  congr 1
  funext a
  simp only [Pi.star_apply, Complex.star_def, ← Complex.exp_conj, map_mul,
    Complex.conj_ofReal, Complex.conj_I, ← Complex.exp_add, mul_neg, add_neg_cancel,
    Complex.exp_zero]

/-- The London-phase Hamiltonian with origin `d` is the one with origin `0`, conjugated
by the diagonal gauge matrix. -/
theorem londonH_gauge [Fintype n] [DecidableEq n] (h : Matrix n n ℂ)
    (R : n → Fin 3 → ℝ) (B d : Fin 3 → ℝ) :
    londonH h R B d = gauge R B d * londonH h R B 0 * (gauge R B d)ᴴ := by
  ext a b
  simp only [gauge, Matrix.diagonal_conjTranspose, Matrix.mul_diagonal,
    Matrix.diagonal_mul, Pi.star_apply, londonH, Matrix.of_apply, Complex.star_def,
    ← Complex.exp_conj, map_mul, Complex.conj_ofReal, Complex.conj_I]
  -- the exponential of the shifted phase factorises over the two sites
  have e : Complex.exp ((phase R B d a b : ℂ) * Complex.I) =
      Complex.exp (((-siteAngle R B d a : ℝ) : ℂ) * Complex.I) *
        Complex.exp ((phase R B 0 a b : ℂ) * Complex.I) *
        Complex.exp (((-siteAngle R B d b : ℝ) : ℂ) * -Complex.I) := by
    rw [← Complex.exp_add, ← Complex.exp_add, phase_shift R B d a b]
    congr 1
    push_cast
    ring
  rw [e]
  ring

/-- For any two origins the London-phase Hamiltonians have the same secular determinant
at every energy, and the same spectrum. -/
theorem londonH_origin_independent [Fintype n] [DecidableEq n] (h : Matrix n n ℂ)
    (R : n → Fin 3 → ℝ) (B d d' : Fin 3 → ℝ) :
    (∀ E : ℂ, (E • (1 : Matrix n n ℂ) - londonH h R B d).det =
      (E • (1 : Matrix n n ℂ) - londonH h R B d').det) ∧
    spectrum ℂ (londonH h R B d) = spectrum ℂ (londonH h R B d') := by
  -- compare each origin with the origin at zero
  have key : ∀ (c : Fin 3 → ℝ) (E : ℂ),
      (E • (1 : Matrix n n ℂ) - londonH h R B c).det =
        (E • (1 : Matrix n n ℂ) - londonH h R B 0).det := by
    intro c E
    have hU : gauge R B c * (gauge R B c)ᴴ = 1 :=
      Matrix.mem_unitaryGroup_iff.1 (gauge_unitary R B c)
    have e : E • (1 : Matrix n n ℂ) - londonH h R B c =
        gauge R B c * (E • (1 : Matrix n n ℂ) - londonH h R B 0) * (gauge R B c)ᴴ := by
      rw [mul_sub, sub_mul, mul_smul_comm, smul_mul_assoc, mul_one, hU,
        ← londonH_gauge]
    rw [e, Matrix.det_mul, Matrix.det_mul, mul_right_comm, ← Matrix.det_mul, hU,
      Matrix.det_one, one_mul]
  have hdet := fun E : ℂ => (key d E).trans (key d' E).symm
  refine ⟨hdet, Set.ext fun E => ?_⟩
  simp only [spectrum.mem_iff, Algebra.algebraMap_eq_smul_one,
    Matrix.isUnit_iff_isUnit_det, hdet E]

/-- Entry by entry, the field-dependent part of the truncated Hamiltonian for the field `B` is the
derivative at `s = 0` of the London-phase Hamiltonian for the scaled field `s • B`. -/
theorem londonH_hasDerivAt (h : Matrix n n ℂ) (R : n → Fin 3 → ℝ) (B d : Fin 3 → ℝ)
    (a b : n) :
    HasDerivAt (fun s : ℝ => londonH h R (s • B) d a b)
      (truncH h R B d a b - h a b) 0 := by
  have hf : (fun s : ℝ => londonH h R (s • B) d a b) = fun s : ℝ =>
      h a b * Complex.exp (((s * phase R B d a b : ℝ) : ℂ) * Complex.I) := by
    funext s
    have hp : phase R (s • B) d a b = s * phase R B d a b := by
      unfold phase
      rw [smul_dotProduct, smul_eq_mul, mul_div_assoc]
    simp only [londonH, Matrix.of_apply, hp]
  have h1 := (((hasDerivAt_id' (0 : ℝ)).mul_const
    (phase R B d a b)).ofReal_comp).mul_const Complex.I
  rw [hf]
  refine (h1.cexp.const_mul (h a b)).congr_deriv ?_
  simp only [truncH, Matrix.of_apply, zero_mul, one_mul, Complex.ofReal_zero,
    Complex.exp_zero]
  ring

/-- The energies `E` of the truncated two-site Hamiltonian are the solutions of
`(E - ε)² = |t|² (1 + θ²)`, where `θ` is the London phase angle between the sites. -/
theorem trunc_dimer_spectrum (ε : ℝ) (t : ℂ) (R : Fin 2 → Fin 3 → ℝ)
    (B d : Fin 3 → ℝ) (E : ℂ) :
    E ∈ spectrum ℂ (truncH (dimer ε t) R B d) ↔
      (E - ε) ^ 2 = ((‖t‖ ^ 2 * (1 + phase R B d 0 1 ^ 2) : ℝ) : ℂ) := by
  have h0 : ∀ a, phase R B d a a = 0 := fun a => by
    linarith [phase_swap R B d a a]
  have htc : t * conj t = (‖t‖ : ℂ) ^ 2 := Complex.mul_conj' t
  have e : (E • (1 : Matrix (Fin 2) (Fin 2) ℂ) - truncH (dimer ε t) R B d).det =
      (E - ε) ^ 2 - ((‖t‖ ^ 2 * (1 + phase R B d 0 1 ^ 2) : ℝ) : ℂ) := by
    rw [Matrix.det_fin_two]
    simp [truncH, dimer, h0, phase_swap R B d 0 1]
    linear_combination (-(1 + (phase R B d 0 1 : ℂ) ^ 2)) * htc +
      t * conj t * (phase R B d 0 1 : ℂ) ^ 2 * Complex.I_sq
  rw [spectrum.mem_iff, Algebra.algebraMap_eq_smul_one, Matrix.isUnit_iff_isUnit_det,
    isUnit_iff_ne_zero, not_not, e, sub_eq_zero]

/-- For nonzero hopping, two origins give the truncated two-site Hamiltonian the same
spectrum exactly when the squares of their London phase angles agree. -/
theorem trunc_dimer_spectrum_eq_iff (ε : ℝ) {t : ℂ} (ht : t ≠ 0)
    (R : Fin 2 → Fin 3 → ℝ) (B d d' : Fin 3 → ℝ) :
    spectrum ℂ (truncH (dimer ε t) R B d) = spectrum ℂ (truncH (dimer ε t) R B d') ↔
      phase R B d 0 1 ^ 2 = phase R B d' 0 1 ^ 2 := by
  constructor
  · intro h
    -- follow the upper level from one origin to the other
    have hE : ((ε + ‖t‖ * √(1 + phase R B d 0 1 ^ 2) : ℝ) : ℂ) ∈
        spectrum ℂ (truncH (dimer ε t) R B d) := by
      rw [trunc_dimer_spectrum, ← Complex.ofReal_sub, ← Complex.ofReal_pow]
      congr 1
      rw [add_sub_cancel_left, mul_pow, Real.sq_sqrt (by positivity)]
    have h1 := (trunc_dimer_spectrum ε t R B d _).1 hE
    rw [h] at hE
    have h2 := (trunc_dimer_spectrum ε t R B d' _).1 hE
    have h3 := Complex.ofReal_injective (h1.symm.trans h2)
    have h4 := mul_left_cancel₀ (pow_ne_zero 2 (norm_ne_zero_iff.2 ht)) h3
    linarith
  · intro h
    ext E
    rw [trunc_dimer_spectrum, trunc_dimer_spectrum, h]

/-- For sites at `(0,0,0)` and `(1,0,0)`, field `(0,0,2)` and nonzero hopping, the truncated
Hamiltonian has different spectra for the origins `(0,0,0)` and `(0,1,0)`. -/
theorem trunc_origin_dependent (ε : ℝ) {t : ℂ} (ht : t ≠ 0) :
    spectrum ℂ (truncH (dimer ε t) ![![0, 0, 0], ![1, 0, 0]] ![0, 0, 2] ![0, 0, 0]) ≠
      spectrum ℂ (truncH (dimer ε t) ![![0, 0, 0], ![1, 0, 0]] ![0, 0, 2] ![0, 1, 0]) := by
  have p0 : phase ![![0, 0, 0], ![1, 0, 0]] ![0, 0, 2] ![0, 0, 0] (0 : Fin 2) 1 = 0 := by
    simp [phase, dotProduct]
  have p1 : phase ![![0, 0, 0], ![1, 0, 0]] ![0, 0, 2] ![0, 1, 0] (0 : Fin 2) 1 = 1 := by
    simp [phase, cross_apply, dotProduct, Fin.sum_univ_three]
  rw [Ne, trunc_dimer_spectrum_eq_iff ε ht, p0, p1]
  norm_num

end

end LondonOrigin
```

```lean
#print axioms LondonOrigin.londonH_isHermitian
-- 'LondonOrigin.londonH_isHermitian' depends on axioms: [propext, Classical.choice, Quot.sound]
#print axioms LondonOrigin.londonH_origin_independent
-- 'LondonOrigin.londonH_origin_independent' depends on axioms: [propext, Classical.choice, Quot.sound]
#print axioms LondonOrigin.londonH_hasDerivAt
-- 'LondonOrigin.londonH_hasDerivAt' depends on axioms: [propext, Classical.choice, Quot.sound]
#print axioms LondonOrigin.trunc_origin_dependent
-- 'LondonOrigin.trunc_origin_dependent' depends on axioms: [propext, Classical.choice, Quot.sound]
```

## Sites, origins and spectra in the theorems

The type `n` labels the sites, `R` gives their positions, and `B` and `d` are real 3-vectors. The angles θ_ab and χ_a are `phase` and `siteAngle`, U is `gauge`, and the full and truncated Hamiltonians are `londonH` and `truncH`.

`londonH_gauge` is the identity H(d) = U H(0) U†, and `gauge_unitary` says that U is unitary. `londonH_origin_independent` gives equal secular determinants at every complex E, which also fixes multiplicities, together with equal spectra as sets. None of these needs h to be Hermitian; `londonH_isHermitian` adds that a Hermitian h gives a Hermitian H(d).

`londonH_hasDerivAt` scales the field to sB and shows, entry by entry, that the field-dependent part of `truncH` is the derivative of the London Hamiltonian at s = 0. The truncation is therefore the true linear one.

For the dimer, `trunc_dimer_spectrum` is the level equation above. `trunc_dimer_spectrum_eq_iff` says that, for t ≠ 0, two origins give the same truncated spectrum exactly when their θ² agree. With t = 0 both levels sit at ε whatever the angles are. `trunc_origin_dependent` is the numerical geometry above, for any real ε and any nonzero t.

The model is a one-electron matrix in an orthonormal basis, where the field enters only through the phases. Within those limits it shows how phases attached to the sites absorb a change of origin, which is also the idea behind London orbitals in magnetic-response calculations. A calculation with actual London orbitals, which are complex-valued basis functions, also has a field-dependent overlap matrix and further field terms in the integrals.

## From the cross product to the levels

`phase_swap` uses the antisymmetry of the cross product, and `phase_shift` checks the expansion in components. In `londonH_gauge`, `ext a b` reduces the matrix identity to one entry, where `Complex.exp_add` splits the exponential over the two sites.

The step `key` in `londonH_origin_independent` compares an arbitrary origin with 0: it writes E − H(d) as U(E − H(0))U† and applies multiplicativity of the determinant. Equality of spectra follows because E lies in the spectrum exactly when E − H is not invertible, which the determinant detects. The derivative theorem uses the linearity of the angle in s and the chain rule.

For the dimer, `Matrix.det_fin_two` expands the determinant, and `linear_combination` supplies t t̄ = |t|² and i² = −1. To compare two origins, the proof takes the upper level ε + |t|√(1 + θ²) of the first. If the spectra agree, this level also satisfies the second origin's equation, and cancelling |t|² leaves equal θ². The last theorem evaluates the two angles as 0 and 1, whose squares differ.
